# In atomic units, the ALDA exchange kernel of the unpolarised 3D electron gas is $-\pi/k_F^2$ at every positive density

A linear-response calculation with a wrong sign or a lost factor of two in its exchange kernel can still run to the end and return a believable spectrum. I would therefore like to have the kernel pinned down before I compare any code with it.

The claim is this. In atomic units the three-dimensional unpolarised uniform electron gas of density $n$ has the exchange energy per volume
$$e_x(n) = -\frac34\left(\frac3\pi\right)^{1/3} n^{4/3}.$$
For $n>0$ its second derivative in $n$, the exchange kernel of the adiabatic local density approximation (ALDA), should be $-\pi/k_F^2$, where $k_F = (3\pi^2 n)^{1/3}$ is the Fermi wavevector. Can this be made rigorous and machine-checked, with the potential and the kernel defined as derivatives and not by their closed forms? I would also like to see what it implies for the sum with the Hartree kernel, and for separate spin densities.

## From the energy density to the kernel

Yes. The calculation has two differentiations and one elimination, and the Lean file below follows the same route.

Start with the Fermi wavevector. Its definition gives $k_F^3 = 3\pi^2 n$. Since $3\pi^2 n = \pi^3\cdot(3/\pi)\,n$, taking the cube root gives
$$k_F = \pi\left(\frac3\pi\right)^{1/3} n^{1/3}.$$

The exchange potential $v_x$ is the first derivative of $e_x$:
$$v_x(n) = -\frac34\cdot\frac43\left(\frac3\pi\right)^{1/3} n^{1/3} = -\left(\frac3\pi\right)^{1/3} n^{1/3} = -\frac{k_F}{\pi}.$$

To differentiate again, we need the slope of $k_F$. By the chain rule,
$$\frac{dk_F}{dn} = \frac13\,(3\pi^2 n)^{-2/3}\cdot 3\pi^2 = \frac13\cdot\frac{k_F}{3\pi^2 n}\cdot 3\pi^2 = \frac{k_F}{3n}.$$

The kernel $f_x$ is the derivative of $v_x$, so
$$f_x(n) = -\frac{k_F}{3\pi n}.$$
From $k_F^3 = 3\pi^2 n$ we have $3\pi n = k_F^3/\pi$, and therefore
$$f_x(n) = -\frac{\pi}{k_F^2}.$$

The starting point must be the energy per volume. If the energy per particle, $e_x/n\propto -n^{1/3}$, is differentiated twice by mistake, the result is proportional to $+n^{-5/3}$, which has the wrong sign as well as the wrong power of the density.

## Hartree plus exchange changes sign at $2k_F$

For a density wave of wavevector $q>0$ the Hartree kernel is $4\pi/q^2$, while the ALDA kernel does not depend on $q$. Their sum factorises:
$$\frac{4\pi}{q^2} - \frac{\pi}{k_F^2} = \frac{\pi(4k_F^2 - q^2)}{q^2k_F^2} = (2k_F - q)\,\frac{\pi(2k_F+q)}{q^2k_F^2}.$$
The last fraction is positive, so the sum is negative exactly when $q > 2k_F$.

The density $n = 1/(3\pi^2)\approx 0.0338$ makes a convenient check, because there $k_F = 1$ and the kernel should be $-\pi$. Differentiating the power law directly gives
$$e_x''(n) = -\frac13\left(\frac3\pi\right)^{1/3} n^{-2/3} = -\frac13\left(\frac3\pi\cdot 9\pi^4\right)^{1/3} = -\frac13\,(27\pi^3)^{1/3} = -\pi.$$
At the same density the sum with the Hartree kernel is $3\pi$ at $q=1$, zero at $q=2$ and $-5\pi/9$ at $q=3$.

## Two spin densities

Let $a$ and $b$ be the densities of the two spin species. Exchange acts only between electrons of equal spin, and this is expressed by the spin-scaling form
$$e_x(a,b) = \frac{e_x(2a) + e_x(2b)}{2}.$$
Its derivative in $a$ is $\tfrac12\cdot 2\,v_x(2a) = v_x(2a)$. A second derivative in $a$ gives the same-spin kernel,
$$2f_x(2a) = -\frac{2\pi}{k_F(2a)^2},$$
where $k_F(2a)$ is the Fermi wavevector of an unpolarised gas of density $2a$. Since $v_x(2a)$ does not contain $b$, the opposite-spin kernel is zero.

## What the Lean statements say

Densities and wavevectors are real numbers, and the fractional powers are Mathlib's real powers. `fermiWavevector` is $k_F$ and `exchangeEnergyDensity` is $e_x$. `exchangePotential` is defined as the derivative of the energy density, and `exchangeKernel` as the derivative of the potential, so both closed forms have to be proved.

The main theorem, `exchangeKernel_eq`, takes one hypothesis, `0 < n`, and concludes `exchangeKernel n = -π / fermiWavevector n ^ 2`. Lean's `deriv` returns zero where a function has no derivative, so the file first proves `HasDerivAt` statements, which say that the derivative exists and has the stated value.

`hartree_add_exchangeKernel_neg_iff` is the sign criterion, for positive `n` and positive `q`. `spin_resolved_kernel` contains two derivative statements. The first differentiates twice in `a`; the second differentiates in `a` and then in `b`. Only `a` has to be positive, so both statements also hold for the fully polarised gas, `b = 0`. The same-spin kernel of the empty species is not covered there: by the same formula, it tends to $-\infty$ as the density of that species goes to zero.

Two physical inputs enter as definitions. The formula for $e_x$ stands for the exchange energy of plane waves filling a Fermi sphere, and the spin-scaling form stands for the absence of exchange between opposite spins. Neither is derived from a many-electron wavefunction. The Hartree kernel likewise enters as the expression $4\pi/q^2$, without a Fourier transform of the Coulomb interaction.

The file treats ordinary functions of a number, not functionals of a density field. In time-dependent density functional theory, the exchange-only ALDA for an inhomogeneous system evaluates $f_x$ at the local ground-state density and multiplies it by delta functions in space and time. That use of the scalar kernel is the physical approximation, and correlation is absent throughout.

```lean
import Mathlib

open Real Filter Topology

namespace ALDAExchangeKernel

noncomputable section

/-- Fermi wavevector of the unpolarised uniform electron gas of density `n ≥ 0`. -/
def fermiWavevector (n : ℝ) : ℝ := (3 * π ^ 2 * n) ^ (1 / 3 : ℝ)

/-- Exchange energy per volume of the uniform gas of density `n ≥ 0`, in atomic units. -/
def exchangeEnergyDensity (n : ℝ) : ℝ :=
  -(3 / 4) * (3 / π) ^ (1 / 3 : ℝ) * n ^ (4 / 3 : ℝ)

/-- The local exchange potential: the density derivative of the exchange energy density. -/
def exchangePotential (n : ℝ) : ℝ := deriv exchangeEnergyDensity n

/-- The ALDA exchange kernel: the density derivative of the local exchange potential. -/
def exchangeKernel (n : ℝ) : ℝ := deriv exchangePotential n

/-- Exchange energy per volume of a gas with spin densities `a` and `b`,
built from the unpolarised one by spin scaling. -/
def spinExchangeEnergyDensity (a b : ℝ) : ℝ :=
  (exchangeEnergyDensity (2 * a) + exchangeEnergyDensity (2 * b)) / 2

/-- The Fermi wavevector is positive at positive density. -/
theorem fermiWavevector_pos {n : ℝ} (hn : 0 < n) : 0 < fermiWavevector n := by
  unfold fermiWavevector
  positivity

/-- The cube of the Fermi wavevector is `3 π² n`. -/
theorem fermiWavevector_cube {n : ℝ} (hn : 0 ≤ n) :
    fermiWavevector n ^ 3 = 3 * π ^ 2 * n := by
  have h0 : 0 ≤ 3 * π ^ 2 * n := by positivity
  unfold fermiWavevector
  rw [← Real.rpow_natCast ((3 * π ^ 2 * n) ^ (1 / 3 : ℝ)) 3, ← Real.rpow_mul h0]
  norm_num

/-- The exchange energy density has density derivative `-k_F / π`. -/
theorem hasDerivAt_exchangeEnergyDensity {n : ℝ} (hn : 0 < n) :
    HasDerivAt exchangeEnergyDensity (-fermiWavevector n / π) n := by
  -- factor the Fermi wavevector into the constants of the exchange energy
  have hp : (π ^ 3) ^ (1 / 3 : ℝ) = π := by
    rw [← Real.rpow_natCast π 3, ← Real.rpow_mul pi_pos.le]
    norm_num
  have hs : 3 * π ^ 2 * n = π ^ 3 * (3 / π * n) := by
    field_simp
  have hk : fermiWavevector n = π * ((3 / π) ^ (1 / 3 : ℝ) * n ^ (1 / 3 : ℝ)) := by
    unfold fermiWavevector
    rw [hs, Real.mul_rpow (by positivity) (by positivity),
      Real.mul_rpow (by positivity) hn.le, hp]
  have h := (Real.hasDerivAt_rpow_const (x := n) (p := (4 / 3 : ℝ))
    (Or.inl hn.ne')).const_mul (-(3 / 4) * (3 / π) ^ (1 / 3 : ℝ))
  refine h.congr_deriv ?_
  rw [hk, neg_div, mul_div_cancel_left₀ _ pi_ne_zero,
    show (4 / 3 - 1 : ℝ) = 1 / 3 by norm_num]
  ring

/-- The Fermi wavevector grows with density at the rate `k_F / (3 n)`. -/
theorem hasDerivAt_fermiWavevector {n : ℝ} (hn : 0 < n) :
    HasDerivAt fermiWavevector (fermiWavevector n / (3 * n)) n := by
  have h0 : 3 * π ^ 2 * n ≠ 0 := by positivity
  have h := ((hasDerivAt_id' n).const_mul (3 * π ^ 2)).rpow_const
    (p := (1 / 3 : ℝ)) (Or.inl h0)
  refine h.congr_deriv ?_
  rw [Real.rpow_sub_one h0]
  unfold fermiWavevector
  generalize (3 * π ^ 2 * n) ^ (1 / 3 : ℝ) = k
  field_simp

/-- The local exchange potential has density derivative `-k_F / (3 π n)`. -/
theorem hasDerivAt_exchangePotential {n : ℝ} (hn : 0 < n) :
    HasDerivAt exchangePotential (-(fermiWavevector n / (3 * π * n))) n := by
  -- near `n` the potential is `-k_F / π`
  have he : exchangePotential =ᶠ[𝓝 n] fun x => -fermiWavevector x / π := by
    filter_upwards [Ioi_mem_nhds hn] with x hx
    exact (hasDerivAt_exchangeEnergyDensity hx).deriv
  have h := ((hasDerivAt_fermiWavevector hn).fun_neg.div_const π).congr_of_eventuallyEq he
  refine h.congr_deriv ?_
  field_simp

/-- The ALDA exchange kernel of the uniform gas is `-π / k_F²` at every positive density. -/
theorem exchangeKernel_eq {n : ℝ} (hn : 0 < n) :
    exchangeKernel n = -π / fermiWavevector n ^ 2 := by
  have hk := fermiWavevector_pos hn
  have hc := fermiWavevector_cube hn.le
  have h : exchangeKernel n = -(fermiWavevector n / (3 * π * n)) :=
    (hasDerivAt_exchangePotential hn).deriv
  -- eliminate the density in favour of the Fermi wavevector
  rw [h, neg_div, neg_inj, div_eq_div_iff (by positivity) (by positivity)]
  linear_combination hc

/-- The sum of the Hartree kernel `4π / q²` and the ALDA exchange kernel is negative
exactly for wavevectors `q` beyond `2 k_F`. -/
theorem hartree_add_exchangeKernel_neg_iff {n q : ℝ} (hn : 0 < n) (hq : 0 < q) :
    4 * π / q ^ 2 + exchangeKernel n < 0 ↔ 2 * fermiWavevector n < q := by
  have hk := fermiWavevector_pos hn
  rw [exchangeKernel_eq hn]
  generalize fermiWavevector n = k at hk ⊢
  have hc : 0 < π * (2 * k + q) / (q ^ 2 * k ^ 2) := by positivity
  -- the sign is carried by the factor `2 k_F - q`
  have hf : 4 * π / q ^ 2 + -π / k ^ 2
      = (2 * k - q) * (π * (2 * k + q) / (q ^ 2 * k ^ 2)) := by
    field_simp
    ring
  rw [hf]
  constructor
  · intro h
    by_contra hlt
    have h2 : 0 ≤ 2 * k - q := by linarith
    exact absurd h (not_lt_of_ge (mul_nonneg h2 hc.le))
  · intro h
    exact mul_neg_of_neg_of_pos (by linarith) hc

/-- The derivative of the spin-resolved exchange energy density in one spin density `a`
is the unpolarised exchange potential at density `2 a`. -/
theorem hasDerivAt_spinExchange {a : ℝ} (ha : 0 < a) (b : ℝ) :
    HasDerivAt (fun x => spinExchangeEnergyDensity x b) (exchangePotential (2 * a)) a := by
  have h1 : HasDerivAt exchangeEnergyDensity (exchangePotential (2 * a)) (2 * a) :=
    (hasDerivAt_exchangeEnergyDensity (by positivity)).differentiableAt.hasDerivAt
  have h2 : HasDerivAt (fun x : ℝ => 2 * x) (2 * 1) a := (hasDerivAt_id' a).const_mul 2
  have h3 : HasDerivAt (fun x => exchangeEnergyDensity (2 * x))
      (exchangePotential (2 * a) * (2 * 1)) a := h1.comp a h2
  refine ((h3.add_const (exchangeEnergyDensity (2 * b))).div_const 2).congr_deriv ?_
  ring

/-- In the spin-resolved ALDA the same-spin exchange kernel is `-2π / k_F(2a)²`,
and the opposite-spin exchange kernel vanishes. -/
theorem spin_resolved_kernel {a : ℝ} (ha : 0 < a) (b : ℝ) :
    HasDerivAt (fun x => deriv (fun y => spinExchangeEnergyDensity y b) x)
      (-(2 * π) / fermiWavevector (2 * a) ^ 2) a ∧
    HasDerivAt (fun y => deriv (fun x => spinExchangeEnergyDensity x y) a) 0 b := by
  constructor
  · have he : (fun x => deriv (fun y => spinExchangeEnergyDensity y b) x)
        =ᶠ[𝓝 a] fun x => exchangePotential (2 * x) := by
      filter_upwards [Ioi_mem_nhds ha] with x hx
      exact (hasDerivAt_spinExchange hx b).deriv
    have h1 : HasDerivAt exchangePotential (exchangeKernel (2 * a)) (2 * a) :=
      (hasDerivAt_exchangePotential (by positivity)).differentiableAt.hasDerivAt
    have h2 : HasDerivAt (fun x : ℝ => 2 * x) (2 * 1) a := (hasDerivAt_id' a).const_mul 2
    have h3 : HasDerivAt (fun x => exchangePotential (2 * x))
        (exchangeKernel (2 * a) * (2 * 1)) a := h1.comp a h2
    refine (h3.congr_of_eventuallyEq he).congr_deriv ?_
    rw [exchangeKernel_eq (by positivity)]
    ring
  · -- the potential of one spin does not depend on the density of the other
    have he : (fun y => deriv (fun x => spinExchangeEnergyDensity x y) a)
        = fun _ => exchangePotential (2 * a) :=
      funext fun y => (hasDerivAt_spinExchange ha y).deriv
    rw [he]
    exact hasDerivAt_const b _

end

end ALDAExchangeKernel
```

```lean
#print axioms ALDAExchangeKernel.exchangeKernel_eq
#print axioms ALDAExchangeKernel.hartree_add_exchangeKernel_neg_iff
#print axioms ALDAExchangeKernel.spin_resolved_kernel
```

```
'ALDAExchangeKernel.exchangeKernel_eq' depends on axioms: [propext, Classical.choice, Quot.sound]
'ALDAExchangeKernel.hartree_add_exchangeKernel_neg_iff' depends on axioms: [propext, Classical.choice, Quot.sound]
'ALDAExchangeKernel.spin_resolved_kernel' depends on axioms: [propext, Classical.choice, Quot.sound]
```

## How the proof follows the calculation

`fermiWavevector_pos` and `fermiWavevector_cube` supply the two facts about $k_F$ that are needed later. For the cube, the integer power is rewritten as a real power, so that the exponents $1/3$ and $3$ multiply to one.

`hasDerivAt_exchangeEnergyDensity` is the first differentiation. Its intermediate facts `hp`, `hs` and `hk` carry out the factorisation $k_F = \pi(3/\pi)^{1/3}n^{1/3}$. Mathlib's power rule then differentiates $n^{4/3}$, and `congr_deriv` replaces the derivative it delivers by $-k_F/\pi$ once the two are shown to be equal.

`hasDerivAt_fermiWavevector` is the chain-rule step. The rewrite with `Real.rpow_sub_one` turns $(3\pi^2n)^{1/3-1}$ into $k_F/(3\pi^2 n)$, just as in the calculation above, and `field_simp` cancels the common factors.

`hasDerivAt_exchangePotential` makes explicit a point that the informal calculation passes over. To differentiate $v_x$ by way of the formula $-k_F/\pi$, it is not sufficient that the two agree at the single density $n$, but agreement throughout a neighbourhood of it is sufficient. The statement `he` provides this, because every density close enough to a positive one is itself positive. The slope of $k_F$ then gives $-k_F/(3\pi n)$.

`exchangeKernel_eq` eliminates the density. After the minus signs are removed, the goal is $k_F/(3\pi n) = \pi/k_F^2$. Cross-multiplication with `div_eq_div_iff` turns it into $k_F^3 = 3\pi^2 n$, up to the order of the factors, and `linear_combination hc` closes it with the cube identity.

For the Hartree criterion, `hf` is the factorisation shown earlier and `hc` states that its second factor is positive. If the sum is negative, then $2k_F-q$ cannot be nonnegative, since the product would be nonnegative too. Conversely, if $q>2k_F$, a negative number is multiplied by a positive one.

`hasDerivAt_spinExchange` applies the chain rule to $x\mapsto 2x$; the resulting factor of two cancels the division by two in the spin-scaling form. In `spin_resolved_kernel` the chain rule is applied once more, and this time its factor of two remains, which gives $-2\pi/k_F(2a)^2$. For the opposite-spin part, the proof shows that the derivative in `a` is the same number for every `b`, and a constant function has derivative zero.
